# With an orthonormal basis, a Krylov step under a Hermitian Hamiltonian conserves norm and energy even when it is inaccurate

A Lanczos time step replaces the exponential of a large Hamiltonian matrix by that of a small one. From the current normalised state \(\psi\) one builds orthonormal vectors, with \(\psi\) first, using \(H\) only through its products with vectors. They form the columns of \(V\), so \(\psi=Vc\) with \(c=(1,0,\dots,0)\). One diagonalises the small matrix \(T=V^*HV=S\Lambda S^*\), computes \(S\,e^{-i\Lambda t}S^*c\) for a step of length \(t\), and recombines the columns of \(V\) with these coefficients:

\[
\varphi = V e^{-itT}c .
\]

Does \(\varphi\) keep the norm and energy of \(\psi\) if the space is too small for the step? It does, provided that \(H\) is Hermitian, \(t\) is real and \(V^*V=1\):

\[
\langle\varphi,\varphi\rangle=\langle\psi,\psi\rangle,\qquad
\langle\varphi,H\varphi\rangle=\langle\psi,H\psi\rangle .
\]

In wave-packet propagation or real-time configuration interaction, with a time-independent \(H\) in a finite orthonormal basis, constant norm and energy therefore do not show that the steps were short enough.

## The state and its observables as matrices

The index types `n` and `m` are finite and label the full basis and the columns of \(V\).

In Lean 4 with Mathlib:

```lean
import Mathlib

open Matrix

namespace KrylovPropagator

noncomputable section

variable {n m : Type*} [Fintype n] [DecidableEq n] [Fintype m] [DecidableEq m]
```

The propagator is \(e^{-itH}\), with \(\hbar=1\) and `t : ℝ`.

```lean
/-- The propagator `exp(-i t H)` of a Hamiltonian matrix `H`, with `ħ = 1`. -/
def propagator (H : Matrix n n ℂ) (t : ℝ) : Matrix n n ℂ :=
  NormedSpace.exp ((-(Complex.I * (t : ℂ))) • H)
```

For any matrix \(A\), write \(A_V=V^*AV\) for its compression to the small space. Thus \(T=H_V\).

```lean
/-- The compression `V* A V` of a matrix `A` to the space spanned by the columns of `V`. -/
def compress (A : Matrix n n ℂ) (V : Matrix n m ℂ) : Matrix m m ℂ := Vᴴ * A * V
```

Despite its name, `krylovState` does not require the columns of \(V\) to come from powers of \(H\) acting on \(\psi\). Any rectangular \(V\) is allowed, and the starting state is `V *ᵥ c`.

```lean
/-- The Krylov approximation `V exp(-i t V* H V) c` to the state at time `t`. -/
def krylovState (H : Matrix n n ℂ) (V : Matrix n m ℂ) (t : ℝ) (c : m → ℂ) : n → ℂ :=
  V *ᵥ (propagator (compress H V) t *ᵥ c)
```

The quantity `expectation` is \(\langle\varphi,A\varphi\rangle\), conjugate-linear on the left and not divided by \(\langle\varphi,\varphi\rangle\). For \(\psi\neq0\), the two conservation laws together also conserve the normalised energy \(\langle\varphi,H\varphi\rangle/\langle\varphi,\varphi\rangle\).

```lean
/-- The expectation value `⟨φ, A φ⟩`, without normalisation of `φ`. -/
def expectation (A : Matrix n n ℂ) (φ : n → ℂ) : ℂ := star φ ⬝ᵥ (A *ᵥ φ)
```

## An observable that commutes within the small space

For Hermitian \(H\) and real \(t\), a quantity is conserved by the small dynamics if its compression commutes with the projected Hamiltonian, \(TA_V=A_VT\). For the energy, \(A=H\) and \(A_V=T\), so this is automatic.

By hand, the condition is used to move \(A_V\) past the propagator. More generally, if \(AW=WB\), then \(A^kW=WB^k\) by induction, and summing the exponential series gives

\[
e^{-itA}W=\sum_k\frac{(-it)^k}{k!}A^kW
=\sum_k W\frac{(-it)^k}{k!}B^k=We^{-itB}.
\]

In this relation \(A\) and \(B\) stand for any square matrices, not for the observable. Putting \(T\) in place of both, and the compressed observable \(A_V\) in place of \(W\), gives \(e^{-itT}A_V=A_Ve^{-itT}\).

The first lemma supplies the convergent series.

```lean
/-- The matrix exponential is the sum of its power series. -/
theorem hasSum_exp (A : Matrix n n ℂ) :
    HasSum (fun k : ℕ => ((k.factorial : ℂ)⁻¹) • A ^ k) (NormedSpace.exp A) := by
  let : NormedRing (Matrix n n ℂ) := Matrix.linftyOpNormedRing
  let : NormedAlgebra ℂ (Matrix n n ℂ) := Matrix.linftyOpNormedAlgebra
  exact NormedSpace.exp_series_hasSum_exp' (𝕂 := ℂ) A
```

In the next, `hpow` is the induction and `key` restores the factorials. Multiplication by \(W\) is additive and continuous, so it passes through the infinite sum; `h1.unique h2` then identifies the two limits.

```lean
/-- If `W` intertwines two Hamiltonians, `A W = W B`, then it intertwines their propagators. -/
theorem propagator_intertwine {A : Matrix n n ℂ} {B : Matrix m m ℂ} {W : Matrix n m ℂ}
    (h : A * W = W * B) (t : ℝ) : propagator A t * W = W * propagator B t := by
  unfold propagator
  set a : ℂ := -(Complex.I * (t : ℂ))
  have hpow : ∀ k : ℕ, (a • A) ^ k * W = W * (a • B) ^ k := by
    intro k
    induction k with
    | zero => simp
    | succ k ih =>
      rw [pow_succ, Matrix.mul_assoc, Matrix.smul_mul, h, ← Matrix.mul_smul,
        ← Matrix.mul_assoc, ih, Matrix.mul_assoc, ← pow_succ]
  have key : ∀ k : ℕ, ((k.factorial : ℂ)⁻¹ • (a • A) ^ k) * W
      = W * ((k.factorial : ℂ)⁻¹ • (a • B) ^ k) := by
    intro k
    rw [Matrix.smul_mul, Matrix.mul_smul, hpow]
  -- multiply both exponential series by `W` and compare them term by term
  have h1 : HasSum (fun k : ℕ => ((k.factorial : ℂ)⁻¹ • (a • A) ^ k) * W)
      (NormedSpace.exp (a • A) * W) :=
    (hasSum_exp (a • A)).map
      (AddMonoidHom.mk' (fun M : Matrix n n ℂ => M * W) (fun M N => Matrix.add_mul M N W))
      (show Continuous (fun M : Matrix n n ℂ => M * W) from
        continuous_id.matrix_mul continuous_const)
  have h2 : HasSum (fun k : ℕ => W * ((k.factorial : ℂ)⁻¹ • (a • B) ^ k))
      (W * NormedSpace.exp (a • B)) :=
    (hasSum_exp (a • B)).map
      (AddMonoidHom.mk' (fun M : Matrix m m ℂ => W * M) (fun M N => Matrix.mul_add W M N))
      (show Continuous (fun M : Matrix m m ℂ => W * M) from
        continuous_const.matrix_mul continuous_id)
  rw [funext key] at h1
  exact h1.unique h2
```

Without commutation, an observable can change. With \(V=1\) and \(H=\sigma_x\), the expectation value of \(\sigma_z\) starting from \((1,0)\) is \(\cos 2t\). This and the other short examples of failure, up to the two-level comparison at the end, are ordinary algebra and not theorems of the code.

## Hermitian \(H\) and real time

A Hermitian \(H\) describes a closed system without absorption or gain, and real \(t\) means physical evolution, not relaxation in imaginary time. By hand, \(T^*=V^*H^*V=T\), so \((-itT)^*=itT\). With \(U=e^{-itT}\),

\[
U^*U=e^{itT}e^{-itT}=e^0=1 .
\]

In the proof, `hskew` is the sign change under the adjoint, where both assumptions enter. The two exponents commute, so their exponentials combine.

```lean
/-- The propagator of a Hermitian matrix is unitary. -/
theorem propagator_unitary {H : Matrix n n ℂ} (hH : H.IsHermitian) (t : ℝ) :
    (propagator H t)ᴴ * propagator H t = 1 := by
  unfold propagator
  have hskew : ((-(Complex.I * (t : ℂ))) • H)ᴴ = -((-(Complex.I * (t : ℂ))) • H) := by
    rw [conjTranspose_smul, hH.eq, ← neg_smul]
    congr 1
    simp [mul_comm]
  have hc : Commute (-((-(Complex.I * (t : ℂ))) • H)) ((-(Complex.I * (t : ℂ))) • H) :=
    (Commute.refl ((-(Complex.I * (t : ℂ))) • H)).neg_left
  rw [← Matrix.exp_conjTranspose, hskew, ← Matrix.exp_add_of_commute _ _ hc, neg_add_cancel,
    NormedSpace.exp_zero]
```

The expectation value in the large space is then reduced to one in the small space. For any coefficient vector \(x\),

\[
\langle Vx,AVx\rangle=x^*V^*AVx=\langle x,A_Vx\rangle .
\]

```lean
omit [DecidableEq n] [DecidableEq m] in
/-- The expectation value of `A` in the state `V x` is that of the compression `V* A V` in `x`. -/
theorem expectation_mulVec (A : Matrix n n ℂ) (V : Matrix n m ℂ) (x : m → ℂ) :
    expectation A (V *ᵥ x) = expectation (compress A V) x := by
  unfold expectation compress
  rw [Matrix.star_mulVec, ← Matrix.dotProduct_mulVec]
  simp only [Matrix.mulVec_mulVec, Matrix.mul_assoc]
```

With \(x=Uc\), unitarity and commutation give

\[
\langle\varphi,A\varphi\rangle=c^*U^*A_VUc=c^*U^*UA_Vc=c^*A_Vc=\langle\psi,A\psi\rangle .
\]

The theorem `expectation_conserved` states this for every \(A\) satisfying the commutation condition `hA`. Its proof first obtains `hT`, the Hermiticity of \(T\). It applies `expectation_mulVec` twice on the evolved side, to remove \(V\) and then \(U\), and once on the initial side. The last rewrites are the chain above.

```lean
/-- For Hermitian `H`, Krylov propagation conserves the expectation value of every matrix `A`
whose compression `V* A V` commutes with the projected Hamiltonian `V* H V`. -/
theorem expectation_conserved {H A : Matrix n n ℂ} (hH : H.IsHermitian) (V : Matrix n m ℂ)
    (hA : compress H V * compress A V = compress A V * compress H V) (t : ℝ) (c : m → ℂ) :
    expectation A (krylovState H V t c) = expectation A (V *ᵥ c) := by
  have hT : (compress H V).IsHermitian := by
    unfold compress
    exact Matrix.isHermitian_conjTranspose_mul_mul V hH
  unfold krylovState
  rw [expectation_mulVec, expectation_mulVec, expectation_mulVec]
  congr 1
  -- move the small propagator through the compressed observable, then use unitarity
  change (propagator (compress H V) t)ᴴ * compress A V * propagator (compress H V) t = _
  rw [Matrix.mul_assoc, ← propagator_intertwine hA t, ← Matrix.mul_assoc,
    propagator_unitary hT, Matrix.one_mul]
```

Neither conservation law holds for arbitrary complex \(H\). In one dimension, \(H=-i\gamma/2\) with \(\gamma>0\) and \(V=1\) multiplies both the squared norm and \(\langle\varphi,H\varphi\rangle\) by \(e^{-\gamma t}\). Nor do they hold for arbitrary complex time: for \(t=-i\tau\) and a real number \(H=E\neq0\), both acquire the factor \(e^{-2\tau E}\). The argument itself uses the Hermiticity of \(H\) only through that of \(T\).

## Orthonormal columns, \(V^*V=1\)

This condition says that coefficients in the small space carry the physical norm: \(\langle Vx,Vx\rangle=\langle x,x\rangle\). By hand, take \(A=1\). Its compression is \(V^*V=1\), which commutes with \(T\), so

\[
\langle\varphi,\varphi\rangle=c^*U^*V^*VUc=c^*U^*Uc=c^*c=\langle\psi,\psi\rangle .
\]

The main theorem takes `hH` for Hermiticity and `hV` for orthonormality, and holds for every real `t` and every `c`. Its first conclusion concerns the squared norm, its second the energy. In the proof, `h1` is the compression of the identity. The energy half is `expectation_conserved hH V rfl t c`, where `rfl` says that \(T\) commutes with itself; `hV` is not used there.

```lean
/-- For Hermitian `H` and `V` with orthonormal columns, the Krylov state has at every time the
same squared norm and the same energy expectation value as the initial state `V c`. -/
theorem krylov_conserves_norm_and_energy {H : Matrix n n ℂ} (hH : H.IsHermitian)
    {V : Matrix n m ℂ} (hV : Vᴴ * V = 1) (t : ℝ) (c : m → ℂ) :
    star (krylovState H V t c) ⬝ᵥ krylovState H V t c = star (V *ᵥ c) ⬝ᵥ (V *ᵥ c) ∧
    expectation H (krylovState H V t c) = expectation H (V *ᵥ c) := by
  refine ⟨?_, expectation_conserved hH V rfl t c⟩
  -- the norm is the expectation value of the identity, whose compression is `V* V = 1`
  have h1 : compress (1 : Matrix n n ℂ) V = 1 := by
    rw [compress, Matrix.mul_one, hV]
  have h := expectation_conserved (A := 1) hH V (by rw [h1, Matrix.mul_one, Matrix.one_mul]) t c
  simpa only [expectation, Matrix.one_mulVec] using h
```

For the formula \(Ve^{-itT}c\), which contains no overlap matrix \(V^*V\), linear independence of the columns is not enough to conserve the norm. Let \(V=\mathrm{diag}(1,2)\), \(H=\sigma_x\) and \(c=(1,0)\). Then \(T=2\sigma_x\) and

\[
\varphi=(\cos2t,\,-2i\sin2t),\qquad
\langle\varphi,\varphi\rangle=\cos^22t+4\sin^22t .
\]

The unnormalised energy remains zero.

The theorem assumes exact arithmetic. In floating-point arithmetic, Lanczos vectors that are not reorthogonalised can lose orthogonality, and the tridiagonal matrix of recurrence coefficients is then in general not \(V^*HV\).

## Invariance of the subspace, which makes the step exact

Conservation does not require \(H\) to keep the small space within itself. If it does, no amplitude leaves the space and the Krylov state is exact. Invariance means \(HV=VB\) for some matrix \(B\). Multiplication by \(V^*\) gives \(T=V^*VB=B\), and the intertwining relation yields

\[
Ve^{-itT}c=Ve^{-itB}c=e^{-itH}Vc .
\]

The proof follows these two steps: `hT` identifies \(T\) with \(B\), and `propagator_intertwine hB` moves \(V\) through the exponential. Hermiticity of \(H\) is not assumed here.

```lean
/-- If the orthonormal columns of `V` span a subspace invariant under `H`, that is `H V = V B`
for some `B`, then the Krylov state is the exact state `exp(-i t H) V c`. -/
theorem krylov_exact_of_invariant {H : Matrix n n ℂ} {V : Matrix n m ℂ} (hV : Vᴴ * V = 1)
    {B : Matrix m m ℂ} (hB : H * V = V * B) (t : ℝ) (c : m → ℂ) :
    krylovState H V t c = propagator H t *ᵥ (V *ᵥ c) := by
  have hT : compress H V = B := by
    rw [compress, Matrix.mul_assoc, hB, ← Matrix.mul_assoc, hV, Matrix.one_mul]
  rw [krylovState, hT, Matrix.mulVec_mulVec, Matrix.mulVec_mulVec, propagator_intertwine hB]
```

Without invariance the result can be as wrong as an orthogonal state. Consider two levels coupled by \(H=\sigma_x\), with \(V\) the single column \((1,0)\) and \(c=1\). Then \(T=0\), and the Krylov state never moves. The exact evolution follows from the eigenvectors \((1,\pm1)/\sqrt2\), with eigenvalues \(\pm1\). On an eigenvector, \(Av=zv\) gives \(A^kv=z^kv\), hence \(e^Av=e^zv\). The next lemma proves this by the same comparison of series as before.

```lean
/-- The exponential of a matrix acts on an eigenvector as the exponential of the eigenvalue. -/
theorem exp_mulVec_eigenvector {A : Matrix n n ℂ} {v : n → ℂ} {z : ℂ} (h : A *ᵥ v = z • v) :
    NormedSpace.exp A *ᵥ v = Complex.exp z • v := by
  have hpow : ∀ k : ℕ, A ^ k *ᵥ v = z ^ k • v := by
    intro k
    induction k with
    | zero => simp
    | succ k ih =>
      rw [pow_succ, ← Matrix.mulVec_mulVec, h, Matrix.mulVec_smul, ih, smul_smul, pow_succ']
  have key : ∀ k : ℕ, ((k.factorial : ℂ)⁻¹ • A ^ k) *ᵥ v
      = ((k.factorial : ℂ)⁻¹ • z ^ k) • v := by
    intro k
    rw [Matrix.smul_mulVec, hpow, smul_assoc]
  have h1 : HasSum (fun k : ℕ => ((k.factorial : ℂ)⁻¹ • A ^ k) *ᵥ v)
      (NormedSpace.exp A *ᵥ v) :=
    (hasSum_exp A).map
      (AddMonoidHom.mk' (fun M : Matrix n n ℂ => M *ᵥ v) (fun M N => Matrix.add_mulVec M N v))
      (show Continuous (fun M : Matrix n n ℂ => M *ᵥ v) from
        continuous_id.matrix_mulVec continuous_const)
  rw [funext key] at h1
  rw [Complex.exp_eq_exp_ℂ]
  exact h1.unique ((NormedSpace.exp_series_hasSum_exp' (𝕂 := ℂ) z).smul_const v)
```

At \(t=\pi/2\) the phase factors are \(e^{\mp i\pi/2}=\mp i\), so

\[
e^{-i\pi\sigma_x/2}(1,0)=\tfrac12\bigl[-i(1,1)+i(1,-1)\bigr]=(0,-i).
\]

The Krylov state is still \((1,0)\). Both states have norm 1 and energy 0, yet their overlap is zero.

The theorem states the two vectors. For the first, `hT` shows that the compressed Hamiltonian vanishes. For the second, `hp` and `hm` are the eigenvalue equations, written with the unnormalised vectors \((1,\pm1)\); `hsplit` decomposes the initial state, and `e1` and `e2` evaluate the phases.

```lean
/-- For the two-level Hamiltonian `σx` and the Krylov space spanned by the initial state `(1, 0)`,
the Krylov state at `t = π/2` is `(1, 0)`, while the exact state is `(0, -i)`. -/
theorem krylov_inaccurate_witness :
    krylovState !![0, 1; 1, 0] (!![1; 0] : Matrix (Fin 2) (Fin 1) ℂ) (Real.pi / 2) ![1]
      = ![1, 0] ∧
    propagator !![0, 1; 1, 0] (Real.pi / 2) *ᵥ ![1, 0] = ![0, -Complex.I] := by
  constructor
  · have hT : compress !![0, 1; 1, 0] (!![1; 0] : Matrix (Fin 2) (Fin 1) ℂ) = 0 := by
      ext i j
      fin_cases i
      fin_cases j
      simp [compress, Matrix.mul_apply, Fin.sum_univ_succ]
    rw [krylovState, hT, propagator, smul_zero, NormedSpace.exp_zero, Matrix.one_mulVec]
    ext i
    fin_cases i <;> simp [Matrix.mulVec, dotProduct]
  · have hp : ∀ a : ℂ, (a • !![0, 1; 1, 0]) *ᵥ ![1, 1] = a • ![(1 : ℂ), 1] := by
      intro a
      ext i
      fin_cases i <;> simp [Matrix.mulVec, dotProduct, Fin.sum_univ_succ]
    have hm : ∀ a : ℂ, (a • !![0, 1; 1, 0]) *ᵥ ![1, -1] = (-a) • ![(1 : ℂ), -1] := by
      intro a
      ext i
      fin_cases i <;> simp [Matrix.mulVec, dotProduct, Fin.sum_univ_succ]
    have e2 : Complex.exp (Complex.I * ((Real.pi / 2 : ℝ) : ℂ)) = Complex.I := by
      rw [mul_comm, Complex.exp_mul_I, ← Complex.ofReal_cos, ← Complex.ofReal_sin,
        Real.cos_pi_div_two, Real.sin_pi_div_two]
      simp
    have e1 : Complex.exp (-(Complex.I * ((Real.pi / 2 : ℝ) : ℂ))) = -Complex.I := by
      rw [Complex.exp_neg, e2, Complex.inv_I]
    -- split the initial state into the two eigenvectors of `σx`
    have hs : (![1, 0] : Fin 2 → ℂ) = (1 / 2 : ℂ) • (![1, 1] + ![1, -1]) := by
      ext i
      fin_cases i <;> norm_num
    have hsplit : ∀ M : Matrix (Fin 2) (Fin 2) ℂ,
        M *ᵥ ![1, 0] = (1 / 2 : ℂ) • (M *ᵥ ![1, 1] + M *ᵥ ![1, -1]) := by
      intro M
      rw [hs, Matrix.mulVec_smul, Matrix.mulVec_add]
    rw [propagator, hsplit, exp_mulVec_eigenvector (hp _),
      exp_mulVec_eigenvector (hm _), neg_neg, e1, e2]
    ext i
    fin_cases i
    · simp
    · simp
      ring

end

end KrylovPropagator
```

```lean
#print axioms KrylovPropagator.krylov_conserves_norm_and_energy
#print axioms KrylovPropagator.krylov_exact_of_invariant
```

```
'KrylovPropagator.krylov_conserves_norm_and_energy' depends on axioms: [propext, Classical.choice, Quot.sound]
'KrylovPropagator.krylov_exact_of_invariant' depends on axioms: [propext, Classical.choice, Quot.sound]
```
